# Many-quasiparticle energies of a diagonal quadratic fermionic Hamiltonian are the vacuum energy plus subset sums of the mode energies

After a Bogoliubov–de Gennes calculation has returned mode energies $E_k$ and a vacuum energy, a code can list the many-body levels of the quadratic Hamiltonian by adding the energies of the occupied modes to the vacuum energy. When the Hamiltonian is written as $\tfrac12\Psi^\dagger H_{\rm BdG}\Psi$ plus a constant, with $\Psi$ the column of all annihilators followed by all creators, each pair $\pm E_k$ of eigenvalues of the matrix $H_{\rm BdG}$ counts as one mode of energy $E_k$. No many-body matrix is built. The step rests on the following identity for finitely many non-interacting quasiparticles.

## The subset-sum identity

Let modes be numbered $k=0,\dots,n-1$, with annihilators $g_k$ and adjoints $g_k^\dagger$ on a complex inner-product space. They obey the canonical anticommutation relations (CAR)

$$g_jg_k+g_kg_j=0,\qquad g_jg_k^\dagger+g_k^\dagger g_j=\delta_{jk}.$$

Let $\psi$ be a unit vector with $g_k\psi=0$ for every $k$, the quasiparticle vacuum. With real $E_{\rm vac}$ and $E_k$, define

$$K=E_{\rm vac}+\sum_k E_k\,g_k^\dagger g_k .$$

For a set of modes $S=\{k_1<\dots<k_m\}$ put $\psi_S=g_{k_1}^\dagger\cdots g_{k_m}^\dagger\psi$. Then

$$\|\psi_S\|=1,\qquad K\psi_S=\Big(E_{\rm vac}+\sum_{k\in S}E_k\Big)\psi_S .$$

The $2^n$ vectors $\psi_S$ are orthonormal. If the space has dimension $2^n$, the eigenvalues of $K$ are exactly these sums.

## Where a code relies on it

One use is a comparison with exact diagonalisation: for a small quadratic Hamiltonian, the dense many-body spectrum should match the list of subset sums. The constant $E_{\rm vac}$ is the energy of the state with no quasiparticles, and it includes the constants left by the mean-field decoupling and by reordering operators. If a code drops one of them, every level shifts by the same amount while all excitation energies stay correct.

In the smallest case, $n=0$, the only set is the empty one, its state is $\psi$, and the only sum is $E_{\rm vac}$. One mode gives two levels, $E_{\rm vac}$ and $E_{\rm vac}+E_0$, which coincide if $E_0=0$.

## Derivation from occupation numbers

**Creators anticommute.** For all $x,y$,

$$\langle (g_j^\dagger g_k^\dagger+g_k^\dagger g_j^\dagger)x,y\rangle=\langle x,(g_kg_j+g_jg_k)y\rangle=0 .$$

Hence $g_j^\dagger g_k^\dagger=-g_k^\dagger g_j^\dagger$, and in particular $(g_k^\dagger)^2=0$.

**Occupation numbers are 0 or 1.** Write $N_k=g_k^\dagger g_k$. On a vector whose outermost creator is $g_k^\dagger$,

$$N_kg_k^\dagger v=g_k^\dagger(v-g_k^\dagger g_kv)=g_k^\dagger v .$$

For $j\ne k$ two sign changes cancel:

$$N_kg_j^\dagger v=-g_k^\dagger g_j^\dagger g_kv=g_j^\dagger N_kv .$$

Since $N_k\psi=0$, induction on the number of creators gives $N_k\psi_S=\psi_S$ if $k\in S$, and $N_k\psi_S=0$ otherwise.

**The norm is preserved.** Let $v$ be a product of creators applied to $\psi$ in which mode $k$ does not occur. Then $N_kv=0$, so the mixed relation gives $g_kg_k^\dagger v=v$, and

$$\|g_k^\dagger v\|^2=\langle v,g_kg_k^\dagger v\rangle=\|v\|^2 .$$

Adding one mode at a time to $\psi$ gives $\|\psi_S\|=1$.

**The energies add.** Applying $K$ term by term,

$$K\psi_S=E_{\rm vac}\psi_S+\sum_kE_kN_k\psi_S=\Big(E_{\rm vac}+\sum_{k\in S}E_k\Big)\psi_S .$$

**Different sets give orthogonal states.** If $S\ne T$, some mode $k$ lies in exactly one of them, say in $S$. Because $N_k$ is symmetric,

$$\langle\psi_S,\psi_T\rangle=\langle N_k\psi_S,\psi_T\rangle=\langle\psi_S,N_k\psi_T\rangle=0 .$$

**No eigenvalue is missing in dimension $2^n$.** The $2^n$ orthonormal states then span the space. Let $K\phi=\mu\phi$, and let $E_S$ be the energy of $\psi_S$. Since $K$ is symmetric and $E_S$ is real,

$$(E_S-\mu)\langle\psi_S,\phi\rangle=0 .$$

If $\mu$ differed from every $E_S$, then $\phi$ would be orthogonal to a spanning set and so would vanish. An eigenvector is non-zero, so $\mu$ is one of the $E_S$. Conversely, each $E_S$ has the eigenvector $\psi_S$.

The same occupation rule settles a neighbouring case by hand: adding $\sum_{j<k}U_{jk}N_jN_k$ with real $U_{jk}$ to $K$ leaves each $\psi_S$ an eigenvector and adds $\sum_{j<k;\,j,k\in S}U_{jk}$ to its energy.

## The Lean file

```lean
import Mathlib

open scoped InnerProductSpace Matrix

namespace QuasiparticleSpectrum

noncomputable section

variable {n : ℕ} {V : Type*} [NormedAddCommGroup V] [InnerProductSpace ℂ V]

/-- Canonical anticommutation relations for annihilators `g k` and their adjoints `gd k`. -/
structure CAR (g gd : Fin n → V →ₗ[ℂ] V) : Prop where
  adj : ∀ k x y, ⟪gd k x, y⟫_ℂ = ⟪x, g k y⟫_ℂ
  anti : ∀ j k x, g j (g k x) + g k (g j x) = 0
  mixed : ∀ j k x, g j (gd k x) + gd k (g j x) = if j = k then x else 0

/-- The diagonal quasiparticle Hamiltonian `E0 + ∑ E_k g_k† g_k`. -/
def hamiltonian (g gd : Fin n → V →ₗ[ℂ] V) (E0 : ℝ) (E : Fin n → ℝ) : V →ₗ[ℂ] V :=
  (E0 : ℂ) • LinearMap.id + ∑ k, (E k : ℂ) • (gd k ∘ₗ g k)

/-- Creation operators applied to `ψ` in the order of a list, the first entry outermost. -/
def chain (gd : Fin n → V →ₗ[ℂ] V) (ψ : V) (l : List (Fin n)) : V :=
  l.foldr (fun k v => gd k v) ψ

/-- The ordered product of the creation operators of the modes in `S`, applied to `ψ`. -/
def excited (gd : Fin n → V →ₗ[ℂ] V) (ψ : V) (S : Finset (Fin n)) : V :=
  chain gd ψ ((List.finRange n).filter (fun k => k ∈ S))

variable {g gd : Fin n → V →ₗ[ℂ] V} {ψ : V}

/-- Quasiparticle creation operators anticommute. -/
theorem create_anticomm (h : CAR g gd) (j k : Fin n) (x : V) :
    gd j (gd k x) + gd k (gd j x) = 0 := by
  refine ext_inner_right ℂ fun y => ?_
  rw [inner_add_left, h.adj, h.adj, h.adj, h.adj, ← inner_add_right, h.anti,
    inner_zero_right, inner_zero_left]

/-- The number operator of a mode is symmetric. -/
theorem number_symm (h : CAR g gd) (k : Fin n) (x y : V) :
    ⟪gd k (g k x), y⟫_ℂ = ⟪x, gd k (g k y)⟫_ℂ := by
  rw [h.adj, ← inner_conj_symm x, h.adj, inner_conj_symm]

/-- On a string of creation operators applied to the vacuum, the number operator of mode `k`
gives one if `k` occurs in the string and zero otherwise. -/
theorem number_chain (h : CAR g gd) (hψ : ∀ k, g k ψ = 0) (k : Fin n) (l : List (Fin n)) :
    gd k (g k (chain gd ψ l)) = if k ∈ l then chain gd ψ l else 0 := by
  induction l with
  | nil => simp [chain, hψ]
  | cons j l ih =>
    change gd k (g k (gd j (chain gd ψ l))) = if k ∈ j :: l then gd j (chain gd ψ l) else 0
    have hm := h.mixed k j (chain gd ψ l)
    by_cases hkj : k = j
    · -- the mode has just been filled; a second creation in it gives zero
      subst hkj
      rw [if_pos rfl] at hm
      have hsq : gd k (gd k (g k (chain gd ψ l))) = 0 := by
        have h2 := create_anticomm h k k (g k (chain gd ψ l))
        rw [← two_smul ℂ] at h2
        exact (smul_eq_zero.1 h2).resolve_left two_ne_zero
      rw [eq_sub_of_add_eq hm, map_sub, hsq, sub_zero]
      simp
    · -- a different mode: two sign changes cancel
      rw [if_neg hkj] at hm
      rw [eq_neg_of_add_eq_zero_left hm, map_neg,
        eq_neg_of_add_eq_zero_left (create_anticomm h k j _), neg_neg, ih]
      by_cases hk : k ∈ l <;> simp [hk, hkj]

/-- Creating quasiparticles in distinct modes above the vacuum preserves the norm. -/
theorem norm_chain (h : CAR g gd) (hψ : ∀ k, g k ψ = 0) (l : List (Fin n)) (hl : l.Nodup) :
    ‖chain gd ψ l‖ = ‖ψ‖ := by
  induction l with
  | nil => rfl
  | cons k l ih =>
    obtain ⟨hk, hl'⟩ := List.nodup_cons.1 hl
    rw [← ih hl']
    change ‖gd k (chain gd ψ l)‖ = ‖chain gd ψ l‖
    have hm := h.mixed k k (chain gd ψ l)
    rw [number_chain h hψ, if_neg hk, if_pos rfl, add_zero] at hm
    have key : ⟪gd k (chain gd ψ l), gd k (chain gd ψ l)⟫_ℂ
        = ⟪chain gd ψ l, chain gd ψ l⟫_ℂ := by rw [h.adj, hm]
    rw [norm_eq_sqrt_re_inner (𝕜 := ℂ) (gd k (chain gd ψ l)),
      norm_eq_sqrt_re_inner (𝕜 := ℂ) (chain gd ψ l), key]

/-- Mode `k` has occupation one in the state labelled by `S` if `k ∈ S`, and zero otherwise. -/
theorem number_excited (h : CAR g gd) (hψ : ∀ k, g k ψ = 0) (k : Fin n)
    (S : Finset (Fin n)) :
    gd k (g k (excited gd ψ S)) = if k ∈ S then excited gd ψ S else 0 := by
  unfold excited
  rw [number_chain h hψ]
  simp

/-- Each set `S` of quasiparticles above the vacuum gives a unit eigenvector of the Hamiltonian,
with energy `E0` plus the sum of the quasiparticle energies in `S`. -/
theorem excited_eigenvector (h : CAR g gd) (hψ : ∀ k, g k ψ = 0) (hn : ‖ψ‖ = 1)
    (E0 : ℝ) (E : Fin n → ℝ) (S : Finset (Fin n)) :
    ‖excited gd ψ S‖ = 1 ∧ hamiltonian g gd E0 E (excited gd ψ S)
      = ((E0 + ∑ k ∈ S, E k : ℝ) : ℂ) • excited gd ψ S := by
  constructor
  · exact (norm_chain h hψ _ ((List.nodup_finRange n).filter _)).trans hn
  · simp only [hamiltonian, LinearMap.add_apply, LinearMap.smul_apply, LinearMap.id_apply,
      LinearMap.sum_apply, LinearMap.comp_apply, number_excited h hψ]
    push_cast
    rw [add_smul, Finset.sum_smul]
    congr 1
    simp [smul_ite, Finset.sum_ite_mem]

/-- The states labelled by the different sets of quasiparticles are orthonormal. -/
theorem excited_orthonormal (h : CAR g gd) (hψ : ∀ k, g k ψ = 0) (hn : ‖ψ‖ = 1) :
    Orthonormal ℂ (excited gd ψ) := by
  refine ⟨fun S => (excited_eigenvector h hψ hn 0 0 S).1, fun S T hST => ?_⟩
  -- two different sets differ in the occupation of some mode
  obtain ⟨k, hk⟩ : ∃ k, ¬(k ∈ S ↔ k ∈ T) := by
    by_contra hc
    exact hST (Finset.ext fun k => not_not.1 fun hk => hc ⟨k, hk⟩)
  have hs := number_symm h k (excited gd ψ S) (excited gd ψ T)
  rw [number_excited h hψ, number_excited h hψ] at hs
  by_cases hS : k ∈ S
  · have hT : k ∉ T := fun hT => hk ⟨fun _ => hT, fun _ => hS⟩
    rw [if_pos hS, if_neg hT, inner_zero_right] at hs
    exact hs
  · have hT : k ∈ T := by
      by_contra hT
      exact hk ⟨fun a => absurd a hS, fun a => absurd a hT⟩
    rw [if_neg hS, if_pos hT, inner_zero_left] at hs
    exact hs.symm

/-- On a space of dimension `2 ^ n`, the eigenvalues of the Hamiltonian are exactly the numbers
`E0` plus a sum of quasiparticle energies over a set of modes. -/
theorem eigenvalue_iff (h : CAR g gd) (hψ : ∀ k, g k ψ = 0) (hn : ‖ψ‖ = 1)
    (hdim : Module.finrank ℂ V = 2 ^ n) (E0 : ℝ) (E : Fin n → ℝ) (μ : ℂ) :
    (∃ φ : V, φ ≠ 0 ∧ hamiltonian g gd E0 E φ = μ • φ) ↔
      ∃ S : Finset (Fin n), μ = ((E0 + ∑ k ∈ S, E k : ℝ) : ℂ) := by
  constructor
  · rintro ⟨φ, hφ, hK⟩
    by_contra hc
    have hsymm : ∀ x y, ⟪hamiltonian g gd E0 E x, y⟫_ℂ = ⟪x, hamiltonian g gd E0 E y⟫_ℂ := by
      intro x y
      simp only [hamiltonian, LinearMap.add_apply, LinearMap.smul_apply, LinearMap.id_apply,
        LinearMap.sum_apply, LinearMap.comp_apply]
      rw [inner_add_left, inner_add_right, sum_inner, inner_sum, inner_smul_left,
        inner_smul_right, Complex.conj_ofReal]
      congr 1
      refine Finset.sum_congr rfl fun k _ => ?_
      rw [inner_smul_left, inner_smul_right, Complex.conj_ofReal, number_symm h]
    -- an eigenvector with another eigenvalue is orthogonal to every excited state
    have horth : ∀ S, ⟪excited gd ψ S, φ⟫_ℂ = 0 := by
      intro S
      have hs := hsymm (excited gd ψ S) φ
      rw [(excited_eigenvector h hψ hn E0 E S).2, hK, inner_smul_left, inner_smul_right,
        Complex.conj_ofReal] at hs
      by_contra h0
      exact hc ⟨S, (mul_right_cancel₀ h0 hs).symm⟩
    have : Module.Finite ℂ V := Module.finite_of_finrank_pos (by rw [hdim]; positivity)
    have hspan := (excited_orthonormal h hψ hn).linearIndependent.span_eq_top_of_card_eq_finrank'
      (by rw [hdim, Fintype.card_finset, Fintype.card_fin])
    have hall : ∀ x ∈ Submodule.span ℂ (Set.range (excited gd ψ)), ⟪x, φ⟫_ℂ = 0 := by
      intro x hx
      induction hx using Submodule.span_induction with
      | mem x hx =>
        obtain ⟨S, rfl⟩ := hx
        exact horth S
      | zero => exact inner_zero_left _
      | add x y _ _ hx hy => rw [inner_add_left, hx, hy, add_zero]
      | smul a x _ hx => rw [inner_smul_left, hx, mul_zero]
    exact hφ (inner_self_eq_zero.1 (hall φ (by rw [hspan]; exact Submodule.mem_top)))
  · rintro ⟨S, rfl⟩
    obtain ⟨h1, h2⟩ := excited_eigenvector h hψ hn E0 E S
    exact ⟨_, fun h0 => by simp [h0] at h1, h2⟩

/-- A 4 × 4 matrix as an operator on the state space of two modes. -/
def act (A : Matrix (Fin 4) (Fin 4) ℂ) :
    EuclideanSpace ℂ (Fin 4) →ₗ[ℂ] EuclideanSpace ℂ (Fin 4) where
  toFun x := WithLp.toLp 2 (A *ᵥ x.ofLp)
  map_add' x y := by simp [Matrix.mulVec_add]
  map_smul' c x := by simp [Matrix.mulVec_smul]

/-- Annihilation matrices of two fermionic modes. -/
def twoMode : Fin 2 → Matrix (Fin 4) (Fin 4) ℂ :=
  ![!![0, 1, 0, 0; 0, 0, 0, 0; 0, 0, 0, 1; 0, 0, 0, 0],
    !![0, 0, 1, 0; 0, 0, 0, -1; 0, 0, 0, 0; 0, 0, 0, 0]]

/-- The two-mode matrices and their conjugate transposes obey the anticommutation relations, and
the first basis vector is a unit vector annihilated by both modes. -/
theorem car_witness :
    CAR (fun k => act (twoMode k)) (fun k => act (twoMode k)ᴴ) ∧
      (∀ k, act (twoMode k) !₂[1, 0, 0, 0] = 0) ∧
      ‖(!₂[1, 0, 0, 0] : EuclideanSpace ℂ (Fin 4))‖ = 1 := by
  refine ⟨⟨?_, ?_, ?_⟩, ?_, ?_⟩
  · intro k x y
    fin_cases k <;>
      simp [act, twoMode, PiLp.inner_apply, Matrix.mulVec, dotProduct, Fin.sum_univ_four] <;>
      ring
  · intro j k x
    fin_cases j <;> fin_cases k <;> ext i <;> fin_cases i <;>
      simp [act, twoMode, dotProduct, Fin.sum_univ_four]
  · intro j k x
    fin_cases j <;> fin_cases k <;> ext i <;> fin_cases i <;>
      simp [act, twoMode, Matrix.mulVec, dotProduct, Fin.sum_univ_four]
  · intro k
    fin_cases k <;> ext i <;> fin_cases i <;>
      simp [act, twoMode, Matrix.mulVec, dotProduct, Fin.sum_univ_four]
  · simp [EuclideanSpace.norm_eq, Fin.sum_univ_four]

end

end QuasiparticleSpectrum
```

```lean
#print axioms QuasiparticleSpectrum.eigenvalue_iff
```

```
'QuasiparticleSpectrum.eigenvalue_iff' depends on axioms: [propext, Classical.choice, Quot.sound]
```

## How the Lean objects map to the physics

The space `V` is any complex inner-product space. The families `g` and `gd` hold the annihilators and creators as linear maps defined on all of `V`. The structure `CAR` contains three conditions: `adj` makes `gd k` the adjoint of `g k`, `anti` is the relation between annihilators, and `mixed` is the relation between an annihilator and a creator. The relation between two creators is derived.

The real number `E0` is $E_{\rm vac}$, and `E k` is the energy of mode $k$. `hamiltonian` is $K$. `excited gd ψ S` is $\psi_S$: it filters the increasing list of modes by membership in `S`, and `chain` applies the creators with the first list entry outermost. This fixes the sign of each state. A code with another ordering may differ by a factor $-1$, which leaves energies and norms unchanged but matters for matrix elements between states.

`excited_eigenvector` states the unit norm and the eigenvalue equation for every `S`, and `excited_orthonormal` states orthonormality. Neither restricts the dimension of `V`. `eigenvalue_iff` adds `hdim`, which says that the space has dimension $2^n$; physically, there are no degrees of freedom beyond the $n$ modes. It then says that a complex number `μ` has a non-zero eigenvector exactly when it is one of the subset sums.

## How the proof follows the derivation

`create_anticomm` moves both creators across the inner product and uses `anti`. `number_symm` uses only the adjoint relation, on each side of the inner product, to show that $N_k$ is symmetric. `number_chain` is the induction on the list, and its case split on `k = j` separates the two calculations for $N_k$ above. `norm_chain` uses the resulting zero occupation to show that each new creator preserves the norm; its hypothesis `l.Nodup` says that no mode is repeated.

`number_excited` translates the occupation rule from lists to sets. In `excited_eigenvector`, that rule turns the sum over all modes into a sum over `S`. `excited_orthonormal` picks a mode in which the two sets differ and applies `number_symm`.

In `eigenvalue_iff`, `hsymm` is the symmetry of $K$ and `horth` is the orthogonality of $\phi$ to every $\psi_S$. Comparing the number of states with the dimension gives `hspan`, and an induction over the span extends orthogonality to the whole space, including $\phi$ itself.

`car_witness` gives explicit matrices for two modes on $\mathbb C^4$ and checks the CAR and the vacuum conditions. Its four basis vectors are, in order, the vacuum, mode 0 filled, mode 1 filled, and both filled.

## What the theorems leave to the code

The Hamiltonian enters already diagonal. The file does not construct a Bogoliubov transformation, so a code must still ensure that its computed modes satisfy the CAR and that its constant is right. The existence of the vacuum is likewise a hypothesis.

The mode energies may have any sign. If some $E_k$ is negative, $\psi$ is not the lowest state, and filling that mode lowers the energy.

`eigenvalue_iff` describes the set of eigenvalues and does not count degeneracies. It also covers the full space: if a calculation keeps only one fermion parity, the list should contain only the sets $S$ of even size when $\psi$ has that parity, and only those of odd size when $\psi$ has the opposite parity.

Interactions between quasiparticles are absent from $K$, and the $E_k$ are fixed numbers. A self-consistent calculation that updates the pairing field for each excited configuration changes the Hamiltonian between configurations, so its total energies need not be subset sums of one set of $E_k$.
